# Decay of Cooper-pair-box eigenvectors beyond a classical turning point

Let $v$ be a real eigenvector, with eigenvalue $E$, of the Cooper-pair-box Hamiltonian on the charges $-N,\dots,N$. Its charging energy is $4C(n-g)^2$, with offset charge $g$, and its tunnelling amplitude is $-J/2$, with $C,J>0$. If some integer $m\ge g$ satisfies $4C(m-g)^2-E\ge J$, then for every $n\ge m$

$$|v_n|\le\frac{J\,|v_{n-1}|}{2\bigl(4C(n-g)^2-E\bigr)-J}.$$

Here $v_n=0$ for charges outside the box, $|n|>N$.

The condition at $m$ has a direct meaning. Tunnelling alone has energies between $-J$ and $J$, so $E$ lies at or below the bottom of the local band at $m$. Below it, the charge $m$ is classically forbidden; with equality, $m$ is a classical turning point.

In Lean 4 with Mathlib:

```lean
import Mathlib

open Matrix

namespace CooperPairBox

noncomputable section
```

## The box and its Hamiltonian

A basis state is an integer number $n$ of excess Cooper pairs with $|n|\le N$.

```lean
/-- The charge states of the truncated box: integer Cooper-pair numbers from `-N` to `N`. -/
abbrev Charge (N : ℕ) := {n : ℤ // n ∈ Finset.Icc (-(N : ℤ)) N}
```

Here $C$ is the single-electron charging energy, not a capacitance, and $J$ is the Josephson energy. The matrix elements are

$$H_{ij}=4C(i-g)^2\delta_{ij}-\tfrac J2(\delta_{j,i-1}+\delta_{j,i+1}).$$

```lean
/-- The Cooper-pair-box Hamiltonian in the charge basis: charging energy `4C(n-g)²` with offset
charge `g` on the diagonal, and Josephson tunnelling `-J/2` between neighbouring charges. -/
def hamiltonian (N : ℕ) (C J g : ℝ) : Matrix (Charge N) (Charge N) ℝ :=
  Matrix.of fun i j =>
    (if (j : ℤ) = (i : ℤ) then 4 * C * (((i : ℤ) : ℝ) - g) ^ 2 else 0)
      - J / 2 * ((if (j : ℤ) = (i : ℤ) - 1 then 1 else 0)
        + (if (j : ℤ) = (i : ℤ) + 1 then 1 else 0))
```

Write $v_n$ for `amp v n`, which is the component of $v$ inside the box and zero outside it. The edge charges then need no separate equations.

```lean
/-- The amplitude of a state at charge `n`, set to zero outside the truncated box. -/
def amp {N : ℕ} (v : Charge N → ℝ) (n : ℤ) : ℝ :=
  if h : n ∈ Finset.Icc (-(N : ℤ)) N then v ⟨n, h⟩ else 0
```

## From the matrix to a recursion

Summing against a Kronecker delta selects one amplitude, $\sum_j\delta_{jn}v_j=v_n$, or gives zero if $n$ is outside the box.

```lean
/-- Summing a state against the indicator of charge `n` picks out its amplitude at `n`. -/
theorem sum_indicator {N : ℕ} (v : Charge N → ℝ) (n : ℤ) :
    ∑ j : Charge N, (if (j : ℤ) = n then (1 : ℝ) else 0) * v j = amp v n := by
  unfold amp
  split_ifs with h
  · rw [Finset.sum_eq_single (⟨n, h⟩ : Charge N)]
    · simp
    · intro b _ hb
      have hne : (b : ℤ) ≠ n := fun e => hb (Subtype.ext e)
      simp [hne]
    · intro hb
      exact absurd (Finset.mem_univ _) hb
  · apply Finset.sum_eq_zero
    intro j _
    have hne : (j : ℤ) ≠ n := fun e => h (e ▸ j.2)
    simp [hne]
```

Applied to the three deltas in $H$, this gives

$$(Hv)_i=4C(i-g)^2v_i-\tfrac J2(v_{i-1}+v_{i+1}).$$

```lean
/-- The Hamiltonian multiplies each amplitude by its charging energy and mixes in the amplitudes
of the two neighbouring charges with weight `-J/2`. -/
theorem hamiltonian_mulVec {N : ℕ} (C J g : ℝ) (v : Charge N → ℝ) (i : Charge N) :
    (hamiltonian N C J g *ᵥ v) i = 4 * C * (((i : ℤ) : ℝ) - g) ^ 2 * amp v (i : ℤ)
      - J / 2 * (amp v ((i : ℤ) - 1) + amp v ((i : ℤ) + 1)) := by
  rw [← sum_indicator v (i : ℤ), ← sum_indicator v ((i : ℤ) - 1),
    ← sum_indicator v ((i : ℤ) + 1)]
  simp only [Matrix.mulVec, dotProduct, hamiltonian, Matrix.of_apply,
    ← Finset.sum_add_distrib, Finset.mul_sum, ← Finset.sum_sub_distrib]
  apply Finset.sum_congr rfl
  intro j _
  split_ifs <;> ring
```

Put $d_n=4C(n-g)^2-E$. The eigenvalue equation `hv`, read at a charge $n$ in the box, becomes

$$d_nv_n=\tfrac J2(v_{n-1}+v_{n+1}).$$

```lean
/-- The amplitudes of an eigenvector with eigenvalue `E` obey a three-term recursion at every
charge in the box. -/
theorem recursion {N : ℕ} {C J g E : ℝ} {v : Charge N → ℝ}
    (hv : hamiltonian N C J g *ᵥ v = E • v) {n : ℤ} (hn : n ∈ Finset.Icc (-(N : ℤ)) N) :
    (4 * C * ((n : ℝ) - g) ^ 2 - E) * amp v n
      = J / 2 * (amp v (n - 1) + amp v (n + 1)) := by
  have h := congrFun hv ⟨n, hn⟩
  have ha : amp v n = v ⟨n, hn⟩ := by
    unfold amp
    exact dif_pos hn
  rw [hamiltonian_mulVec] at h
  simp only [Pi.smul_apply, smul_eq_mul] at h
  rw [← ha] at h
  linear_combination h
```

## One step of decay

Suppose $d_n\ge J$ and $|v_{n+1}|\le|v_n|$. Taking absolute values and using the triangle inequality,

$$d_n|v_n|\le\tfrac J2\bigl(|v_{n-1}|+|v_n|\bigr),\qquad\text{so}\qquad(2d_n-J)|v_n|\le J|v_{n-1}|.$$

Since $2d_n-J\ge J>0$, we may divide; `le_div_iff₀` does this in the code. Outside the box $v_n=0$ and the bound is immediate.

```lean
/-- For an eigenvector with eigenvalue `E`, if the charging energy at `n` exceeds `E` by at least
`J > 0` and the next amplitude is no larger in magnitude than the one at `n`, then the amplitude at
`n` is at most `J / (2(4C(n-g)² - E) - J)` times the preceding one in magnitude. -/
theorem bound_of_next {N : ℕ} {C J g E : ℝ} {v : Charge N → ℝ} (hJ : 0 < J)
    (hv : hamiltonian N C J g *ᵥ v = E • v) {n : ℤ}
    (hd : J ≤ 4 * C * ((n : ℝ) - g) ^ 2 - E) (hnext : |amp v (n + 1)| ≤ |amp v n|) :
    |amp v n| ≤ J * |amp v (n - 1)| / (2 * (4 * C * ((n : ℝ) - g) ^ 2 - E) - J) := by
  by_cases hn : n ∈ Finset.Icc (-(N : ℤ)) N
  · have h := congrArg abs (recursion hv hn)
    rw [abs_mul, abs_mul, abs_of_pos (lt_of_lt_of_le hJ hd), abs_of_pos (half_pos hJ)] at h
    -- triangle inequality, with the next amplitude replaced by the present one
    have h2 : |amp v (n - 1) + amp v (n + 1)| ≤ |amp v (n - 1)| + |amp v n| :=
      (abs_add_le _ _).trans (by linarith)
    have h3 := mul_le_mul_of_nonneg_left h2 (half_pos hJ).le
    rw [le_div_iff₀ (by linarith)]
    linarith
  · have h0 : amp v n = 0 := by
      unfold amp
      exact dif_neg hn
    rw [h0, abs_zero]
    exact div_nonneg (mul_nonneg hJ.le (abs_nonneg _)) (by linarith)
```

The barrier persists to the right: $n\ge m\ge g$ gives $(n-g)^2\ge(m-g)^2$, hence $d_n\ge d_m\ge J$.

```lean
/-- Let `C > 0` and `g ≤ m ≤ n`. If the charging energy at `m` is at least `J` above `E`, then so is
the charging energy at `n`. -/
theorem barrier_mono {C J g E : ℝ} (hC : 0 < C) {m n : ℤ} (hg : g ≤ m) (hmn : m ≤ n)
    (hm : J ≤ 4 * C * ((m : ℝ) - g) ^ 2 - E) : J ≤ 4 * C * ((n : ℝ) - g) ^ 2 - E := by
  have hc : (m : ℝ) ≤ n := by exact_mod_cast hmn
  have hs : ((m : ℝ) - g) ^ 2 ≤ ((n : ℝ) - g) ^ 2 :=
    pow_le_pow_left₀ (by linarith) (by linarith) 2
  have := mul_le_mul_of_nonneg_left hs (by linarith : (0 : ℝ) ≤ 4 * C)
  linarith
```

It remains to show $|v_{n+1}|\le|v_n|$. Above $N$ all amplitudes vanish, so $|v_l|\le|v_{l-1}|$ holds for $l>N$. If it holds at $l+1$ for some $l\ge m$, the one-step bound applies at $l$, and $2d_l-J\ge J$ turns it into $|v_l|\le|v_{l-1}|$. The code runs this downward induction on a natural number $k$ with $N<l+k$.

On the infinite charge lattice there would be no top from which to start. One would require $v_n\to0$ instead, which excludes the solutions that grow to the right.

```lean
/-- Let `C, J > 0`, and let the charging energy at a charge `m ≥ g` exceed the eigenvalue `E` by at
least `J`. Then from `m` upwards the eigenvector amplitudes do not grow in magnitude. -/
theorem amplitude_antitone {N : ℕ} {C J g E : ℝ} {v : Charge N → ℝ} (hC : 0 < C) (hJ : 0 < J)
    (hv : hamiltonian N C J g *ᵥ v = E • v) {m : ℤ} (hg : g ≤ m)
    (hm : J ≤ 4 * C * ((m : ℝ) - g) ^ 2 - E) {n : ℤ} (hmn : m ≤ n) :
    |amp v n| ≤ |amp v (n - 1)| := by
  -- downward induction, starting above the box where all amplitudes vanish
  have key : ∀ k : ℕ, ∀ l : ℤ, m ≤ l → (N : ℤ) < l + k → |amp v l| ≤ |amp v (l - 1)| := by
    intro k
    induction k with
    | zero =>
      intro l _ hl
      have hout : l ∉ Finset.Icc (-(N : ℤ)) N := by
        intro h
        have := (Finset.mem_Icc.mp h).2
        omega
      have h0 : amp v l = 0 := by
        unfold amp
        exact dif_neg hout
      rw [h0, abs_zero]
      exact abs_nonneg _
    | succ k ih =>
      intro l hml hl
      have hnext := ih (l + 1) (by omega) (by push_cast at hl; omega)
      rw [add_sub_cancel_right] at hnext
      have hd := barrier_mono hC hg hml hm
      refine (bound_of_next hJ hv hd hnext).trans ?_
      rw [div_le_iff₀ (by linarith), mul_comm J]
      exact mul_le_mul_of_nonneg_left (by linarith) (abs_nonneg _)
  exact key (N + 1 - n).toNat n hmn (by omega)
```

## The decay bound

Monotonicity at $n+1$ supplies the missing premise at $n$. In the statement, `hg` places $m$ at or to the right of the offset charge, `hm` is the barrier condition and `hmn` says $m\le n$. The vector need not be normalised, and $E$ need not be the ground-state energy.

In the smallest box, $N=0$, a nonzero $v$ has $E=4Cg^2$. The barrier condition then forces $m\ge1$, where every $v_n$ on the left-hand side is zero.

```lean
/-- Decay of charge amplitudes: let `C, J > 0`, and let the charging energy at a charge `m ≥ g`
exceed the eigenvalue `E` by at least `J`. Then each amplitude from `m` upwards is at most
`J / (2(4C(n-g)² - E) - J)` times the preceding one in magnitude. -/
theorem amplitude_decay {N : ℕ} {C J g E : ℝ} {v : Charge N → ℝ} (hC : 0 < C) (hJ : 0 < J)
    (hv : hamiltonian N C J g *ᵥ v = E • v) {m : ℤ} (hg : g ≤ m)
    (hm : J ≤ 4 * C * ((m : ℝ) - g) ^ 2 - E) {n : ℤ} (hmn : m ≤ n) :
    |amp v n| ≤ J * |amp v (n - 1)| / (2 * (4 * C * ((n : ℝ) - g) ^ 2 - E) - J) := by
  have hnext := amplitude_antitone hC hJ hv hg hm (n := n + 1) (by omega)
  rw [add_sub_cancel_right] at hnext
  exact bound_of_next hJ hv (barrier_mono hC hg hmn hm) hnext
```

To iterate, let $x=m-g\ge0$ and $a=k+1$. Then

$$2d_{m+a}-J=(2d_m-J)+16Cxa+8Ca^2\ge8Ca^2.$$

Each step therefore contributes at most a factor $J/(8Ca^2)$, and induction on $k$ gives

$$|v_{m+k}|\le\frac{(J/8C)^k}{(k!)^2}\,|v_m|.$$

For simulations in a truncated charge basis, this bounds the upper tail of an eigenvector of the finite matrix; the reflection $n\to-n$, $g\to-g$ gives the lower tail. The edge amplitudes also control the truncation error. Extended by zero to the infinite charge lattice, a normalised $v$ fails the eigenvalue equation only at $\pm(N+1)$, with residual norm $\tfrac J2\sqrt{v_N^2+v_{-N}^2}$, so some eigenvalue of the untruncated Hamiltonian lies within that distance of $E$.

```lean
/-- Let `C, J > 0`, and let the charging energy at a charge `m ≥ g` exceed the eigenvalue `E` by at
least `J`. Then the eigenvector amplitude `k` charges beyond `m` is at most `(J/8C)^k / (k!)²` times
the amplitude at `m` in magnitude. -/
theorem factorial_decay {N : ℕ} {C J g E : ℝ} {v : Charge N → ℝ} (hC : 0 < C) (hJ : 0 < J)
    (hv : hamiltonian N C J g *ᵥ v = E • v) {m : ℤ} (hg : g ≤ m)
    (hm : J ≤ 4 * C * ((m : ℝ) - g) ^ 2 - E) (k : ℕ) :
    |amp v (m + k)| ≤ (J / (8 * C)) ^ k / (k.factorial : ℝ) ^ 2 * |amp v m| := by
  induction k with
  | zero => simp
  | succ k ih =>
    have h := amplitude_decay hC hJ hv hg hm (n := m + ((k + 1 : ℕ) : ℤ)) (by omega)
    have e : m + ((k + 1 : ℕ) : ℤ) - 1 = m + k := by push_cast; ring
    rw [e] at h
    have hk : (0 : ℝ) < (k : ℝ) + 1 := by positivity
    -- the charging energy grows at least quadratically beyond `m`
    have hden : 8 * C * ((k : ℝ) + 1) ^ 2
        ≤ 2 * (4 * C * (((m + ((k + 1 : ℕ) : ℤ) : ℤ) : ℝ) - g) ^ 2 - E) - J := by
      push_cast
      have hx : 0 ≤ C * (((m : ℝ) - g) * ((k : ℝ) + 1)) :=
        mul_nonneg hC.le (mul_nonneg (by linarith) hk.le)
      nlinarith
    have hf : (0 : ℝ) < (k.factorial : ℝ) := by exact_mod_cast k.factorial_pos
    calc |amp v (m + ((k + 1 : ℕ) : ℤ))|
        ≤ _ := h
      _ ≤ J * |amp v (m + k)| / (8 * C * ((k : ℝ) + 1) ^ 2) :=
          div_le_div_of_nonneg_left (mul_nonneg hJ.le (abs_nonneg _)) (by positivity) hden
      _ ≤ J * ((J / (8 * C)) ^ k / (k.factorial : ℝ) ^ 2 * |amp v m|)
            / (8 * C * ((k : ℝ) + 1) ^ 2) := by gcongr
      _ = (J / (8 * C)) ^ (k + 1) / ((k + 1).factorial : ℝ) ^ 2 * |amp v m| := by
          rw [Nat.factorial_succ, pow_succ (J / (8 * C)) k]
          generalize (J / (8 * C)) ^ k = p
          push_cast
          field_simp
```

## Three charge states

Take $N=1$, $C=1$, $J=8$, $g=0$. The vector $(1,2,1)$, or $(1,2,1)/\sqrt6$ when normalised, has eigenvalue $-4$. At $m=1$ the barrier condition holds with equality, $4+4=8$. For the unnormalised vector the decay bound at $n=1$ reads $1\le2$.

```lean
/-- On three charge states with `C = 1`, `J = 8` and no offset charge, the vector `(1, 2, 1)` is an
eigenvector with eigenvalue `-4`, and the charging energy at `m = 1` exceeds it by at least `J`. -/
theorem amplitude_decay_witness :
    hamiltonian 1 1 8 0 *ᵥ (fun n : Charge 1 => if (n : ℤ) = 0 then (2 : ℝ) else 1)
      = (-4 : ℝ) • (fun n : Charge 1 => if (n : ℤ) = 0 then (2 : ℝ) else 1)
    ∧ (8 : ℝ) ≤ 4 * 1 * (((1 : ℤ) : ℝ) - 0) ^ 2 - (-4) := by
  constructor
  · ext ⟨n, hn⟩
    rw [hamiltonian_mulVec]
    have h := Finset.mem_Icc.mp hn
    obtain rfl | rfl | rfl : n = -1 ∨ n = 0 ∨ n = 1 := by omega
    all_goals norm_num [amp]
  · norm_num

end

end CooperPairBox
```

```lean
#print axioms CooperPairBox.factorial_decay
-- 'CooperPairBox.factorial_decay' depends on axioms: [propext, Classical.choice, Quot.sound]
```
